# The free-particle transformation gives the first-order Douglas–Kroll–Hess blocks

## Dressing the potential matrix

In a Douglas–Kroll–Hess (DKH) calculation, the matrices of the nuclear attraction \(V\) and of \((\sigma\cdot p)V(\sigma\cdot p)\) are taken to a basis in which \(p^2\) is diagonal, multiplied by kinematic factors and added, giving \(A(V+RVR)A\). At first order this replaces the bare potential in the electronic one-particle Hamiltonian. The replacement rests on a block transformation of the one-electron Dirac Hamiltonian

\[
H=\begin{pmatrix} m & P\\ P & -m\end{pmatrix}+\begin{pmatrix} V&0\\0&V\end{pmatrix},
\]

whose blocks refer to large and small components. Here \(P\) stands for \(\sigma\cdot p\), \(m\) is the mass, \(c=1\), and the rest energy is retained.

## Conditions on \(A\) and \(R\)

Let \(A,R,P,m\) commute pairwise and satisfy

\[
A^2(1+R^2)=1,\qquad P-2mR-PR^2=0 .
\]

\(R\) is the ratio of small to large component in a free-particle solution, and \(A\) normalises that solution. The second condition says that free electronic and positronic states no longer couple. With

\[
U=\begin{pmatrix}A&AR\\-AR&A\end{pmatrix},\qquad
U^{-1}=\begin{pmatrix}A&-RA\\RA&A\end{pmatrix},
\]

the result is

\[
UHU^{-1}=\begin{pmatrix}E+A(V+RVR)A & A[R,V]A\\ -A[R,V]A & -E+A(V+RVR)A\end{pmatrix},\qquad E=m+PR .
\]

This is exact. First-order DKH then neglects the off-diagonal blocks, an approximation whose error is not estimated here.

In Lean, `S` is any ring, and four-component operators are 2×2 matrices over it. `FreeFW A R P m` collects the conditions, `fwU` and `fwUinv` are the two transformations, and `diracFree` is the free Hamiltonian. `evenV` and `oddV` are \(A(V+RVR)A\) and \(A[R,V]A\). The displayed result is `dkh_first_order`, in which \(V\) need not commute with anything. No adjoint appears, so \(U\) is shown to be invertible; it is unitary when \(A\) and \(R\) are self-adjoint.

## Multiplying out the blocks

**Inverse.** The diagonal blocks of \(UU^{-1}\) are \(A^2+AR^2A=A^2(1+R^2)=1\), and the off-diagonal ones are \(\pm(ARA-ARA)=0\). In the opposite order, the off-diagonal blocks vanish because \(A\) and \(R\) commute.

**Free part.** Both off-diagonal blocks are \(A^2(P-2mR-PR^2)=0\). The upper diagonal block is

\[
A^2(m+2PR-mR^2)=A^2(1+R^2)(m+PR)+A^2R(P-2mR-PR^2)=m+PR,
\]

and the lower one is its negative. Moreover,

\[
E^2=m^2+2mPR+P^2R^2=m^2+P^2-P(P-2mR-PR^2)=m^2+P^2 .
\]

**Potential.** Keeping the order of the factors,

\[
U\begin{pmatrix}V&0\\0&V\end{pmatrix}U^{-1}
=\begin{pmatrix}AVA+ARVRA & ARVA-AVRA\\ AVRA-ARVA & ARVRA+AVA\end{pmatrix}.
\]

Adding the free part gives the result.

## Removing the first-order odd term

Put \(o=A[R,V]A\), \(D=\mathrm{diag}(E,-E)\), and let \(O\) have off-diagonal blocks \(o,-o\). A generator \(W\) with both off-diagonal blocks equal to \(w\) gives

\[
[W,D]=\begin{pmatrix}0&-(Ew+wE)\\Ew+wE&0\end{pmatrix}=-O
\quad\text{if}\quad Ew+wE=o .
\]

Expanding \(e^W(UHU^{-1})e^{-W}\) in powers of \(V\), with \(w\) of first order, produces the second-order even term \([W,O]+\tfrac12[W,[W,D]]\). Twice this is

\[
2[W,O]-[W,O]=[W,O]=\mathrm{diag}\bigl(-(wo+ow),\,wo+ow\bigr).
\]

`dkh_second_order` states these commutator identities for any \(o\), with the factor two avoiding division in the ring. The exponential series itself does not enter the theorem.

If \(E\) is diagonal with positive entries \(e_i\), the condition reads \((e_i+e_j)w_{ij}=o_{ij}\), so \(w_{ij}=o_{ij}/(e_i+e_j)\) is a solution. `dkh_second_order_witness` states this for finite matrices.

## The textbook factors and the limit of small momentum

For positive numbers \(e,m\) with \(P^2=e^2-m^2\), take

\[
A=\sqrt{\frac{e+m}{2e}},\qquad R=\frac{P}{e+m}.
\]

Then \(R^2=(e-m)/(e+m)\), so \(1+R^2=2e/(e+m)=A^{-2}\), and

\[
P-2mR-PR^2=P\,\frac{(e+m)-2m-(e-m)}{e+m}=0 .
\]

This choice gives \(E=m+(e-m)=e\). When \(e\neq m\), the abstract conditions alone also admit the root \(R=P/(m-e)\), with \(E=-e\).

`freeFW_witness` supplies \(P=\sigma\cdot p\) at one fixed momentum, using \((\sigma\cdot p)^2=|p|^2\) and \(e=\sqrt{m^2+|p|^2}\). In a basis with several momenta \(e\) is an operator; the general theorem applies once `FreeFW` is established there, but this instance does not establish it.

At \(p=0\) one has \(e=m\), \(R=0\), \(A=1\), and \(U\) is the identity. For \(|p|\ll m\), \(E=m+|p|^2/(e+m)\) approaches \(m+|p|^2/2m\), the rest energy plus the nonrelativistic kinetic energy.

## The Lean file and its block calculations

```lean
import Mathlib

namespace DouglasKrollHess

variable {S : Type*} [Ring S]

/-- The free-particle Foldy-Wouthuysen relations: `A`, `R`, `P`, `m` commute pairwise, `A` normalises
the transformation, and `R` solves the decoupling equation `P - 2mR - PR² = 0`. -/
structure FreeFW (A R P m : S) : Prop where
  AR : Commute A R
  AP : Commute A P
  RP : Commute R P
  mA : Commute m A
  mR : Commute m R
  mP : Commute m P
  normalised : A ^ 2 * (1 + R ^ 2) = 1
  decoupled : P - 2 * m * R - P * R ^ 2 = 0

/-- The free-particle transformation `U`, in blocks of large and small components. -/
def fwU (A R : S) : Matrix (Fin 2) (Fin 2) S := !![A, A * R; -(A * R), A]

/-- The matrix that serves as the back-transformation under the free-particle relations: compared
with `fwU`, the off-diagonal blocks have the opposite sign and their factors in reverse order. -/
def fwUinv (A R : S) : Matrix (Fin 2) (Fin 2) S := !![A, -(R * A); R * A, A]

/-- The free Dirac Hamiltonian with mass `m` and kinetic coupling `P`. -/
def diracFree (m P : S) : Matrix (Fin 2) (Fin 2) S := !![m, P; P, -m]

/-- The even first-order potential `A(V + RVR)A`. -/
def evenV (A R V : S) : S := A * (V + R * V * R) * A

/-- The odd first-order potential `A[R,V]A`. -/
def oddV (A R V : S) : S := A * (R * V - V * R) * A

/-- Two block operators are equal if their four blocks are equal. -/
theorem block_ext {B : Type*} {a b c d a' b' c' d' : B} (h₁ : a = a') (h₂ : b = b')
    (h₃ : c = c') (h₄ : d = d') : !![a, b; c, d] = !![a', b'; c', d'] := by
  rw [h₁, h₂, h₃, h₄]

/-- Under the free-particle relations, `fwUinv` is the two-sided inverse of `fwU`. -/
theorem fwU_inverse {A R P m : S} (h : FreeFW A R P m) :
    fwU A R * fwUinv A R = 1 ∧ fwUinv A R * fwU A R = 1 := by
  constructor <;>
  · simp only [fwU, fwUinv, Matrix.mul_fin_two, Matrix.one_fin_two]
    -- the unit blocks are the normalisation condition
    rw [← h.normalised]
    refine block_ext ?_ ?_ ?_ ?_ <;>
      simp only [sq, mul_add, mul_one, mul_neg, neg_mul, neg_neg, mul_assoc,
        h.AR.eq, h.AR.left_comm] <;> abel

/-- Under the free-particle relations, `U` block-diagonalises the free Dirac Hamiltonian,
with blocks `m + PR` and `-(m + PR)`. -/
theorem free_block_diagonal {A R P m : S} (h : FreeFW A R P m) :
    fwU A R * diracFree m P * fwUinv A R = !![m + P * R, 0; 0, -(m + P * R)] := by
  -- both target blocks, rewritten through the normalisation and decoupling conditions
  have e1 : m + P * R = A ^ 2 * (1 + R ^ 2) * (m + P * R)
      + A ^ 2 * R * (P - 2 * m * R - P * R ^ 2) := by
    rw [h.normalised, h.decoupled, one_mul, mul_zero, add_zero]
  have e0 : (0 : S) = A ^ 2 * (P - 2 * m * R - P * R ^ 2) := by
    rw [h.decoupled, mul_zero]
  simp only [fwU, fwUinv, diracFree, Matrix.mul_fin_two]
  rw [e1, e0]
  refine block_ext ?_ ?_ ?_ ?_ <;>
    simp only [sq, two_mul, mul_add, add_mul, mul_sub, mul_one, mul_neg, neg_mul, mul_assoc,
      h.AR.eq, h.AR.left_comm, h.AP.eq, h.AP.left_comm, h.RP.left_comm, h.mA.eq,
      h.mR.eq, h.mR.left_comm] <;> abel

/-- Under the free-particle relations, the block `m + PR` obeys the relativistic
energy-momentum relation. -/
theorem energy_sq {A R P m : S} (h : FreeFW A R P m) :
    (m + P * R) ^ 2 = m ^ 2 + P ^ 2 := by
  have key : (m + P * R) ^ 2 = m ^ 2 + P ^ 2 - P * (P - 2 * m * R - P * R ^ 2) := by
    simp only [sq, two_mul, mul_add, add_mul, mul_sub, mul_assoc,
      h.RP.eq, h.RP.left_comm, h.mR.eq, h.mR.left_comm, h.mP.eq, h.mP.left_comm]
    abel
  rw [key, h.decoupled, mul_zero, sub_zero]

/-- Multiplying `diag(V,V)` by `fwU` on the left and `fwUinv` on the right gives the even potential
on the diagonal and plus or minus the odd potential off the diagonal. -/
theorem potential_transform (A R V : S) :
    fwU A R * !![V, 0; 0, V] * fwUinv A R =
      !![evenV A R V, oddV A R V; -oddV A R V, evenV A R V] := by
  simp only [fwU, fwUinv, evenV, oddV, Matrix.mul_fin_two]
  refine block_ext ?_ ?_ ?_ ?_ <;>
    simp only [mul_zero, add_zero, zero_add, mul_add, add_mul, mul_sub, sub_mul, mul_neg,
      neg_mul, neg_neg, mul_assoc] <;> abel

/-- First-order Douglas-Kroll-Hess form: under the free-particle relations, the Dirac Hamiltonian
in a potential `V` transforms into these four blocks. -/
theorem dkh_first_order {A R P m : S} (h : FreeFW A R P m) (V : S) :
    fwU A R * (diracFree m P + !![V, 0; 0, V]) * fwUinv A R =
      !![m + P * R + evenV A R V, oddV A R V;
         -oddV A R V, -(m + P * R) + evenV A R V] := by
  rw [mul_add, add_mul, free_block_diagonal h, potential_transform]
  ext i j
  fin_cases i <;> fin_cases j <;> simp

/-- If `Ew + wE = o`, the generator `W` with off-diagonal blocks `w` cancels the odd term `O`
through `[W,D] = -O`, and `2[W,O] + [W,[W,D]]`, twice the second-order even term, is block diagonal
with blocks `-(wo + ow)` and `wo + ow`. -/
theorem dkh_second_order {E w o : S} (hw : E * w + w * E = o)
    {W D O : Matrix (Fin 2) (Fin 2) S} (hW : W = !![0, w; w, 0])
    (hD : D = !![E, 0; 0, -E]) (hO : O = !![0, o; -o, 0]) :
    W * D - D * W = -O ∧
    2 • (W * O - O * W) + (W * (W * D - D * W) - (W * D - D * W) * W) =
      !![-(w * o + o * w), 0; 0, w * o + o * w] := by
  have h1 : W * D - D * W = -O := by
    rw [hW, hD, hO, ← hw, Matrix.mul_fin_two, Matrix.mul_fin_two]
    ext i j
    fin_cases i <;> fin_cases j <;> simp <;> abel
  refine ⟨h1, ?_⟩
  -- the double commutator removes one of the two copies of [W,O]
  have h2 : 2 • (W * O - O * W) + (W * (-O) - (-O) * W) = W * O - O * W := by
    noncomm_ring
  rw [h1, h2, hW, hO, Matrix.mul_fin_two, Matrix.mul_fin_two]
  ext i j
  fin_cases i <;> fin_cases j <;> simp <;> abel

/-- For a diagonal `E` with positive entries `e i`, the matrix with entries
`o i j / (e i + e j)` solves `Ew + wE = o`. -/
theorem dkh_second_order_witness {n : Type*} [Fintype n] [DecidableEq n] (e : n → ℝ)
    (he : ∀ i, 0 < e i) (o : Matrix n n ℂ) :
    Matrix.diagonal (fun i => (e i : ℂ)) * Matrix.of (fun i j => o i j / ((e i : ℂ) + e j))
      + Matrix.of (fun i j => o i j / ((e i : ℂ) + e j)) * Matrix.diagonal (fun i => (e i : ℂ))
      = o := by
  ext i j
  have hs : (e i : ℂ) + e j ≠ 0 := by exact_mod_cast (add_pos (he i) (he j)).ne'
  have h2 : o i j / ((e i : ℂ) + e j) * ((e i : ℂ) + e j) = o i j := div_mul_cancel₀ _ hs
  rw [Matrix.add_apply, Matrix.diagonal_mul, Matrix.mul_diagonal, Matrix.of_apply]
  linear_combination h2

/-- If `P² = e² - m²` with positive energy `e` and mass `m`, then `A = √((e+m)/(2e))` and
`R = P/(e+m)` satisfy the free-particle relations. -/
theorem freeFW_textbook {T : Type*} [Ring T] [Algebra ℝ T] {P : T} {e m : ℝ}
    (he : 0 < e) (hm : 0 < m) (hP : P ^ 2 = (e ^ 2 - m ^ 2) • (1 : T)) :
    FreeFW (√((e + m) / (2 * e)) • (1 : T)) ((e + m)⁻¹ • P) P (m • (1 : T)) := by
  have hem : e + m ≠ 0 := by positivity
  have ha : √((e + m) / (2 * e)) ^ 2 = (e + m) / (2 * e) := Real.sq_sqrt (by positivity)
  have hR : ((e + m)⁻¹ • P) ^ 2 = ((e + m)⁻¹ ^ 2 * (e ^ 2 - m ^ 2)) • (1 : T) := by
    rw [smul_pow, hP, smul_smul]
  refine ⟨(Commute.one_left _).smul_left _, (Commute.one_left _).smul_left _,
    (Commute.refl P).smul_left _, (Commute.one_left _).smul_left _,
    (Commute.one_left _).smul_left _, (Commute.one_left _).smul_left _, ?_, ?_⟩
  · have hs : (e + m) / (2 * e) * (1 + (e + m)⁻¹ ^ 2 * (e ^ 2 - m ^ 2)) = 1 := by
      field_simp
      ring
    rw [hR, smul_pow, one_pow, ha, smul_mul_assoc, one_mul]
    calc _ = ((e + m) / (2 * e) * (1 + (e + m)⁻¹ ^ 2 * (e ^ 2 - m ^ 2))) • (1 : T) := by
          module
      _ = 1 := by rw [hs, one_smul]
  · have hs : 1 - 2 * m * (e + m)⁻¹ - (e + m)⁻¹ ^ 2 * (e ^ 2 - m ^ 2) = 0 := by
      field_simp
      ring
    rw [hR]
    calc _ = (1 - 2 * m * (e + m)⁻¹ - (e + m)⁻¹ ^ 2 * (e ^ 2 - m ^ 2)) • P := by
          simp only [two_mul, add_mul, mul_smul_comm, smul_mul_assoc, mul_one, one_mul]
          module
      _ = 0 := by rw [hs, zero_smul]

/-- The matrix `σ·p` for a momentum with components `x`, `y`, `z`. -/
def sigmaDot (x y z : ℝ) : Matrix (Fin 2) (Fin 2) ℂ :=
  !![(z : ℂ), x - y * Complex.I; x + y * Complex.I, -(z : ℂ)]

/-- For positive mass, `P = σ·p` with `e = √(m² + |p|²)` satisfies the free-particle relations. -/
theorem freeFW_witness (x y z : ℝ) {m e : ℝ} (hm : 0 < m)
    (he : e = √(m ^ 2 + (x ^ 2 + y ^ 2 + z ^ 2))) :
    FreeFW (√((e + m) / (2 * e)) • (1 : Matrix (Fin 2) (Fin 2) ℂ))
      ((e + m)⁻¹ • sigmaDot x y z) (sigmaDot x y z) (m • 1) := by
  have he0 : 0 < e := by rw [he]; positivity
  have he2 : e ^ 2 - m ^ 2 = x ^ 2 + y ^ 2 + z ^ 2 := by
    rw [he, Real.sq_sqrt (by positivity)]
    ring
  refine freeFW_textbook he0 hm ?_
  -- the Pauli identity (σ·p)² = |p|²
  rw [he2, sq, sigmaDot, Matrix.mul_fin_two]
  ext i j
  fin_cases i <;> fin_cases j <;> apply Complex.ext <;> simp [sq] <;> ring

end DouglasKrollHess
```

```lean
#print axioms DouglasKrollHess.fwU_inverse
#print axioms DouglasKrollHess.energy_sq
#print axioms DouglasKrollHess.dkh_first_order
#print axioms DouglasKrollHess.dkh_second_order
```

```
'DouglasKrollHess.fwU_inverse' depends on axioms: [propext, Classical.choice, Quot.sound]
'DouglasKrollHess.energy_sq' depends on axioms: [propext]
'DouglasKrollHess.dkh_first_order' depends on axioms: [propext, Classical.choice, Quot.sound]
'DouglasKrollHess.dkh_second_order' depends on axioms: [propext, Classical.choice, Quot.sound]
```

`block_ext` reduces an equality of block operators to four equalities in the ring. In `fwU_inverse`, the unit blocks are first rewritten as \(A^2(1+R^2)\). `simp only` then expands the products and reorders commuting factors, and `abel` collects the terms.

`free_block_diagonal` works backwards from the target. Its `e1` is the decomposition of \(m+PR\) used above, and `e0` writes zero as \(A^2\) times the decoupling condition. In `energy_sq`, `key` is the corresponding identity for \(E^2\).

`potential_transform` uses only distributivity and associativity, so it has no `FreeFW` hypothesis. `dkh_first_order` distributes the conjugation over the sum and inserts the two preceding results.

In `dkh_second_order`, `h1` is \([W,D]=-O\), and `h2` reduces the double commutator by `noncomm_ring`. The diagonal witness is checked entry by entry, with positivity ensuring a nonzero denominator.

For `freeFW_textbook`, `field_simp` and `ring` prove the two scalar identities, which `module` carries over to multiples of \(1\) and \(P\). `freeFW_witness` then checks the Pauli identity on real and imaginary parts of each entry.
